# For differentiable $F$ and $A>0$, $e(r)=-AF(r)/r$ obeys the local Levy-Perdew inequality exactly when $F'\ge 0$

A model correlation energy can be negative everywhere, fade smoothly to zero at low density, and still respond wrongly to compression. Take $e(r)=-A\,e^{-r}$ with $A>0$, where $r$ is the density parameter (the Wigner-Seitz radius). Halving $r$ from 4 to 2 multiplies the energy by $e^2\approx 7.4$, whereas the local scaling inequality allows a factor of at most 2. Neither the sign of $e$ nor the sign of its slope reveals the fault. The slope of a related function does.

## From compression to a slope

Uniform compression of a density by a factor $L\ge 1$ sends $r$ to $r/L$ and leaves the reduced gradient $s$ unchanged. At fixed $s$, write the correlation energy per electron as
$$e(r)=-\frac{A\,F(r)}{r},\qquad A>0 .$$
For a suitable $A$, $-A/r$ is the exchange energy per electron of the uniform gas, and $F$ measures correlation in that unit. Only the sign of $A$ matters below. The local Levy-Perdew inequality is
$$e(r/L)\ \ge\ L\,e(r)\qquad\text{for all } r>0,\ L\ge 1 .$$

Since $e(r/L)=-AL\,F(r/L)/r$, the two sides differ by
$$e(r/L)-L\,e(r)=\frac{AL}{r}\,\bigl[F(r)-F(r/L)\bigr].$$
The prefactor is positive, so the inequality holds exactly when $F(r/L)\le F(r)$ for all allowed $r$ and $L$. Any pair $0<a\le b$ can be written as $a=b/L$ with $L=b/a\ge 1$. The condition therefore says that $F$ is nondecreasing on $r>0$.

Now let $F$ be differentiable there. If $F$ is nondecreasing, every difference quotient $[F(r+h)-F(r)]/h$ with $r+h>0$ and $h\ne 0$ is nonnegative, and so is its limit $F'(r)$. Conversely, if $F'\ge 0$ and $0<a<b$, the mean value theorem gives $F(b)-F(a)=F'(c)(b-a)\ge 0$ for some $c$ between $a$ and $b$. This proves the equivalence.

For the exponential model, $F(r)=r\,e^{-r}$ and $F'(r)=(1-r)\,e^{-r}$, which is negative for $r>1$.

## The energy and the inequality in Lean

```lean
import Mathlib

open Set

namespace LevyPerdewLocalScaling

noncomputable section

/-- Correlation energy per electron at fixed reduced gradient, `e(r) = -A F(r) / r`,
as a function of the density parameter `r`. -/
def corrEnergy (A : ℝ) (F : ℝ → ℝ) (r : ℝ) : ℝ := -A * F r / r
```

`corrEnergy A F r` is $e(r)$. The gradient $s$ does not appear: it is held fixed, and `F` is the resulting function of $r$ alone.

```lean
/-- The local Levy-Perdew scaling inequality: `e(r/L) ≥ L e(r)` for every density
parameter `r > 0` and every compression factor `L ≥ 1`. -/
def LevyPerdew (e : ℝ → ℝ) : Prop :=
  ∀ r : ℝ, 0 < r → ∀ L : ℝ, 1 ≤ L → L * e r ≤ e (r / L)
```

`LevyPerdew e` is a pointwise condition on a function of one real variable. The Levy-Perdew inequality for the exact functional concerns total correlation energies of scaled densities; it is neither derived nor assumed here.

## The scaling gap as a change in $F$

```lean
/-- The change of `F` under compression by `L` is proportional to the gap
`e(r/L) - L e(r)` in the scaling inequality. -/
theorem scaling_gap {A L : ℝ} (hA : A ≠ 0) (hL : L ≠ 0) (F : ℝ → ℝ) (r : ℝ) :
    r / (A * L) * (corrEnergy A F (r / L) - L * corrEnergy A F r) = F r - F (r / L) := by
  rcases eq_or_ne r 0 with rfl | hr
  · simp
  · unfold corrEnergy
    generalize F (r / L) = y
    generalize F r = z
    field_simp
    ring
```

This is the identity derived above, multiplied by $r/(AL)$ to isolate the change in $F$. After the values of `F` at the two points are replaced by plain variables, `field_simp` and `ring` do the algebra. The case $r=0$ has no physical meaning. Lean assigns the energy a value there, and both sides of the identity are zero because the prefactor vanishes and $0/L=0$.

## Monotonicity without derivatives

```lean
/-- The local scaling inequality holds if and only if `F` is nondecreasing on `r > 0`. -/
theorem levyPerdew_iff_monotoneOn {A : ℝ} (hA : 0 < A) (F : ℝ → ℝ) :
    LevyPerdew (corrEnergy A F) ↔ MonotoneOn F (Ioi 0) := by
  constructor
  · intro h a ha b hb hab
    have ha' : 0 < a := ha
    have hb' : 0 < b := hb
    -- the compression factor b / a carries b to a
    have hL : 1 ≤ b / a := by rwa [le_div_iff₀ ha', one_mul]
    have hba : b / (b / a) = a := div_div_cancel₀ hb'.ne'
    have h1 := h b hb' (b / a) hL
    have g := scaling_gap hA.ne' (by positivity : b / a ≠ 0) F b
    have hc : 0 ≤ b / (A * (b / a)) := by positivity
    have h2 := mul_nonneg hc (sub_nonneg.2 h1)
    rw [g, hba] at h2
    linarith
  · intro h r hr L hL
    have hL0 : 0 < L := by linarith
    have hF : F (r / L) ≤ F r :=
      h (mem_Ioi.2 (div_pos hr hL0)) (mem_Ioi.2 hr) (div_le_self hr.le hL)
    have g := scaling_gap hA.ne' hL0.ne' F r
    have hc : 0 < r / (A * L) := by positivity
    by_contra hn
    have hneg : corrEnergy A F (r / L) - L * corrEnergy A F r < 0 := by
      linarith [not_le.1 hn]
    have h2 := mul_neg_of_pos_of_neg hc hneg
    linarith
```

`MonotoneOn F (Ioi 0)` says that $F$ is nondecreasing on $r>0$. The hypothesis `hA` is the assumption $A>0$ made at the start; for $A<0$ the inequality would instead require $F$ to be nonincreasing. No differentiability is required, so the criterion also covers functions with kinks or jumps.

In the forward direction, the proof takes $a\le b$ and applies the scaling inequality at $r=b$ with $L=b/a$. The gap is nonnegative, and the identity turns it into $F(b)-F(a)\ge 0$. In the reverse direction, monotonicity gives $F(r/L)\le F(r)$. A negative gap times the positive factor $r/(AL)$ would contradict this.

## The derivative criterion

```lean
/-- Local form of the Levy-Perdew inequality: `e(r/L) ≥ L e(r)` for all `r > 0` and
`L ≥ 1` if and only if `F'(r) ≥ 0` for all `r > 0`. -/
theorem levyPerdew_iff_deriv_nonneg {A : ℝ} (hA : 0 < A) {F F' : ℝ → ℝ}
    (hF : ∀ r : ℝ, 0 < r → HasDerivAt F (F' r) r) :
    LevyPerdew (corrEnergy A F) ↔ ∀ r : ℝ, 0 < r → 0 ≤ F' r := by
  rw [levyPerdew_iff_monotoneOn hA]
  constructor
  · -- a nondecreasing function has nonnegative slope
    intro h r hr
    have h1 : 0 ≤ derivWithin F (Ioi 0) r := h.derivWithin_nonneg
    rwa [derivWithin_of_isOpen isOpen_Ioi (mem_Ioi.2 hr), (hF r hr).deriv] at h1
  · -- the mean value theorem gives the converse
    intro h
    apply monotoneOn_of_deriv_nonneg (convex_Ioi 0)
    · intro x hx
      exact (hF x hx).continuousAt.continuousWithinAt
    · intro x hx
      rw [interior_Ioi] at hx
      exact (hF x hx).differentiableAt.differentiableWithinAt
    · intro x hx
      rw [interior_Ioi] at hx
      rw [(hF x hx).deriv]
      exact h x hx
```

The hypothesis `hF` says that $F$ has derivative $F'(r)$ at every $r>0$; nothing is asked at $r\le 0$. The previous theorem reduces the claim to monotonicity. One direction then uses the nonnegative slope of a nondecreasing function, with the derivative within the open half-line identified with the ordinary one. The other uses `monotoneOn_of_deriv_nonneg`, Mathlib's form of the mean value argument.

## Strict inequality and equality

```lean
/-- If `F'(r) > 0` for all `r > 0`, then `e(r/L) > L e(r)` for every genuine
compression `L > 1`. -/
theorem strict_scaling_of_deriv_pos {A : ℝ} (hA : 0 < A) {F F' : ℝ → ℝ}
    (hF : ∀ r : ℝ, 0 < r → HasDerivAt F (F' r) r) (hpos : ∀ r : ℝ, 0 < r → 0 < F' r)
    {r L : ℝ} (hr : 0 < r) (hL : 1 < L) :
    L * corrEnergy A F r < corrEnergy A F (r / L) := by
  have hL0 : 0 < L := by linarith
  have hmono : StrictMonoOn F (Ioi 0) := by
    apply strictMonoOn_of_deriv_pos (convex_Ioi 0)
    · intro x hx
      exact (hF x hx).continuousAt.continuousWithinAt
    · intro x hx
      rw [interior_Ioi] at hx
      rw [(hF x hx).deriv]
      exact hpos x hx
  have h1 : F (r / L) < F r :=
    hmono (mem_Ioi.2 (div_pos hr hL0)) (mem_Ioi.2 hr) (div_lt_self hr hL)
  have g := scaling_gap hA.ne' hL0.ne' F r
  have hc : 0 ≤ r / (A * L) := by positivity
  by_contra hn
  have hle : corrEnergy A F (r / L) - L * corrEnergy A F r ≤ 0 := by
    linarith [not_lt.1 hn]
  have h2 := mul_nonpos_of_nonneg_of_nonpos hc hle
  linarith
```

If $F'>0$ throughout, $F$ is strictly increasing, so $F(r/L)<F(r)$ when $L>1$. The gap identity then makes the scaling inequality strict.

```lean
/-- The scaling relation holds with equality for all `r > 0` and `L ≥ 1` if and only if
`F` is constant on `r > 0`. -/
theorem scaling_equality_iff_constant {A : ℝ} (hA : 0 < A) (F : ℝ → ℝ) :
    (∀ r : ℝ, 0 < r → ∀ L : ℝ, 1 ≤ L → corrEnergy A F (r / L) = L * corrEnergy A F r) ↔
      ∀ r : ℝ, 0 < r → F r = F 1 := by
  constructor
  · intro h r hr
    rcases le_total 1 r with h1 | h1
    · -- compress r to 1
      have g := scaling_gap hA.ne' hr.ne' F r
      rw [h r hr r h1, sub_self, mul_zero, div_self hr.ne'] at g
      linarith
    · -- compress 1 to r
      have hL : 1 ≤ 1 / r := by rwa [le_div_iff₀ hr, one_mul]
      have g := scaling_gap hA.ne' (by positivity : 1 / r ≠ 0) F 1
      rw [h 1 one_pos (1 / r) hL, sub_self, mul_zero, one_div_one_div] at g
      linarith
  · intro h r hr L hL
    have hL0 : 0 < L := by linarith
    have g := scaling_gap hA.ne' hL0.ne' F r
    rw [h r hr, h (r / L) (div_pos hr hL0), sub_self] at g
    have hc : r / (A * L) ≠ 0 := by positivity
    exact sub_eq_zero.1 ((mul_eq_zero.1 g).resolve_left hc)
```

The limiting case is equality for every compression, which occurs exactly when $F$ is constant on $r>0$, so that $e$ is proportional to $1/r$. To compare $F(r)$ with $F(1)$, the proof compresses $r$ to 1 when $r\ge 1$, and 1 to $r$ when $r\le 1$. In both cases the gap vanishes, so the two values agree. Conversely, a constant $F$ makes the left side of the identity zero, and its nonzero prefactor forces the gap to vanish.

## A form that passes and one that fails

```lean
/-- The Wigner form `e(r) = -A / (r + b)` with `A, b > 0` obeys the scaling inequality
strictly for every `L > 1`. -/
theorem wigner_strict_scaling {A b r L : ℝ} (hA : 0 < A) (hb : 0 < b) (hr : 0 < r)
    (hL : 1 < L) : L * (-A / (r + b)) < -A / (r / L + b) := by
  have hd : ∀ x : ℝ, 0 < x →
      HasDerivAt (fun y : ℝ => y / (y + b)) (b / (x + b) ^ 2) x := by
    intro x hx
    have hne : x + b ≠ 0 := by positivity
    exact ((hasDerivAt_id' x).fun_div ((hasDerivAt_id' x).add_const b) hne).congr_deriv
      (by ring)
  have he : ∀ x : ℝ, 0 < x → corrEnergy A (fun y : ℝ => y / (y + b)) x = -A / (x + b) := by
    intro x hx
    have hne : x + b ≠ 0 := by positivity
    unfold corrEnergy
    field_simp
  have h := strict_scaling_of_deriv_pos hA hd (fun x hx => by positivity) hr hL
  rwa [he r hr, he (r / L) (div_pos hr (by linarith))] at h
```

For the Wigner form, $F(r)=r/(r+b)$ and
$$F'(r)=\frac{b}{(r+b)^2}>0 .$$
The proof establishes this derivative in `hd`, matches the energy to `corrEnergy` in `he`, and applies the strict theorem. As $b\to 0$ the form becomes $-A/r$, the equality case.

```lean
/-- The exponential form `e(r) = -A exp(-r)` with `A > 0` violates the local
Levy-Perdew inequality. -/
theorem exponential_violates {A : ℝ} (hA : 0 < A) :
    ¬ LevyPerdew (fun r => -A * Real.exp (-r)) := by
  intro h
  -- test the inequality at r = 4 and L = 2
  have h1 : 2 * (-A * Real.exp (-4)) ≤ -A * Real.exp (-(4 / 2)) :=
    h 4 (by norm_num) 2 (by norm_num)
  have h2 : Real.exp (-(4 / 2)) = Real.exp (-4) * Real.exp 2 := by
    rw [← Real.exp_add]
    norm_num
  have h3 : (2 : ℝ) + 1 ≤ Real.exp 2 := Real.add_one_le_exp 2
  have h4 : 0 < A * Real.exp (-4) := mul_pos hA (Real.exp_pos _)
  rw [h2] at h1
  nlinarith [mul_le_mul_of_nonneg_left h3 h4.le]

end

end LevyPerdewLocalScaling
```

For the exponential form, the inequality at $r=4$, $L=2$ would read $-2A\,e^{-4}\le -A\,e^{-2}$, that is, $e^2\le 2$. The bound $e^x\ge x+1$ gives $e^2\ge 3$, a contradiction.

```lean
#print axioms LevyPerdewLocalScaling.levyPerdew_iff_deriv_nonneg
#print axioms LevyPerdewLocalScaling.scaling_equality_iff_constant
#print axioms LevyPerdewLocalScaling.wigner_strict_scaling
#print axioms LevyPerdewLocalScaling.exponential_violates
```

```
'LevyPerdewLocalScaling.levyPerdew_iff_deriv_nonneg' depends on axioms: [propext, Classical.choice, Quot.sound]
'LevyPerdewLocalScaling.scaling_equality_iff_constant' depends on axioms: [propext, Classical.choice, Quot.sound]
'LevyPerdewLocalScaling.wigner_strict_scaling' depends on axioms: [propext, Classical.choice, Quot.sound]
'LevyPerdewLocalScaling.exponential_violates' depends on axioms: [propext, Classical.choice, Quot.sound]
```

## Checking a functional on a grid

For a semilocal correlation functional that depends only on $r$ and $s$, and is differentiable in $r$, the criterion replaces a search over both $r$ and $L$ at each $s$ by a check of the sign of $F'(r)$ over $r$ alone. In a code, one fixes $s$, tabulates $F(r)=-r\,e(r)/A$ on a grid of $r$ values, and looks for any decrease between neighbouring points. A decrease, if larger than the numerical error, exposes a violation of the local inequality: for neighbours $r_1<r_2$, it fails at $r=r_2$ with $L=r_2/r_1$. This alone does not show that the total correlation energy of some density violates the Levy-Perdew inequality. A table without decreases settles nothing between the grid points. An analytic proof that $F'\ge 0$ would cover them.
